# A differentiable energy on an open cone scales as $t^{-p}$ exactly when its virial is $pE$

## One coordinate

Take a single distance $r>0$ and the energy $E(r)=a\,r^{-p}$, with real constants $a$ and $p$. The force is $F=-E'=p\,a\,r^{-p-1}$, so $rF=pE$. Conversely, let $E$ be any differentiable function on $r>0$ with $rF=pE$, that is $rE'+pE=0$. Then
$$\frac{d}{dr}\left[r^{p}E\right]=r^{p-1}\left(pE+rE'\right)=0,$$
so $r^pE$ is a constant $a$ and $E=a\,r^{-p}$. In many dimensions the same computation runs along each ray from the origin, with a scale factor $t>0$ in the place of $r$. The virial is the inner product of position and force, which is $rF$ for a single distance. When it equals $pE$ at every configuration, a uniform dilation by $t$ multiplies the energy by $t^{-p}$: $p=1$ for Coulomb interactions with zero energy at infinite separation, $p=-2$ for a harmonic well centred at the origin with zero energy at its minimum.

## Configurations, force, virial and cone

In Lean 4 with Mathlib:

```lean
import Mathlib

open Set
open scoped InnerProductSpace

namespace ScalingVirial

noncomputable section

variable {V : Type*} [NormedAddCommGroup V] [InnerProductSpace ℝ V] [CompleteSpace V]
```

`V` is the configuration space, a real vector space with an inner product $\langle\cdot,\cdot\rangle$ and its norm $\|\cdot\|$, complete in that norm. For $N$ particles in three dimensions it is $\mathbb{R}^{3N}$. Every $\mathbb{R}^n$ qualifies, and so does an infinite-dimensional real Hilbert space. Completeness is what Mathlib requires in order to represent a differential by a gradient vector.

```lean
/-- The force `F = -grad E` derived from the energy `E`. -/
def force (E : V → ℝ) (x : V) : V := -gradient E x
```

An energy is a function `E : V → ℝ`, and `force E x` is $F(x)=-\nabla E(x)$. Only conservative forces that depend on the configuration alone are described. At a point where $E$ is not differentiable Mathlib's `gradient` returns zero, so the differentiability hypotheses in the theorems are what make `force` the physical force.

```lean
/-- The virial `⟨x, F(x)⟩` of the force derived from `E`. -/
def virial (E : V → ℝ) (x : V) : ℝ := ⟪x, force E x⟫_ℝ
```

The brackets `⟪x, force E x⟫_ℝ` denote the real inner product. Write $W(x)=\langle x,F(x)\rangle$; for particles at positions $\mathbf r_i$ under forces $\mathbf F_i$ this is $\sum_i \mathbf r_i\cdot\mathbf F_i$. The convention has no factor $\tfrac12$ and no minus sign, and positions are measured from the origin of `V`.

```lean
/-- A set of configurations closed under scaling by every positive factor. -/
def IsScalingCone (U : Set V) : Prop := ∀ x ∈ U, ∀ t : ℝ, 0 < t → t • x ∈ U
```

`t • x` is the scaled configuration $tx$. A set $U$ is a scaling cone when $x\in U$ and $t>0$ imply $tx\in U$. The whole space, the space without the origin, and the configurations in which no two particles coincide are examples. A bounded box, or a region with a minimum separation between particles, is not.

## Derivatives along a ray

```lean
/-- If `E` is differentiable at `t x`, then under uniform scaling of `x` the energy `E(t x)` changes
at the rate `-⟨x, F(t x)⟩`. -/
theorem hasDerivAt_ray {E : V → ℝ} {x : V} {t : ℝ} (hE : DifferentiableAt ℝ E (t • x)) :
    HasDerivAt (fun s : ℝ => E (s • x)) (-⟪x, force E (t • x)⟫_ℝ) t := by
  have h1 : HasDerivAt (fun s : ℝ => s • x) x t := by
    simpa using (hasDerivAt_id t).smul_const x
  have h2 := hE.hasFDerivAt.comp_hasDerivAt_of_eq t h1 rfl
  -- the gradient represents the differential
  have h3 : fderiv ℝ E (t • x) x = -⟪x, force E (t • x)⟫_ℝ := by
    unfold force gradient
    rw [inner_neg_right, neg_neg, real_inner_comm, InnerProductSpace.toDual_symm_apply]
  exact h2.congr_deriv h3
```

`HasDerivAt f a t` says that $f$ is differentiable at $t$ with $f'(t)=a$, and `fun s : ℝ => E (s • x)` is the function $s\mapsto E(sx)$. If $E$ is differentiable at the point $tx$, then
$$\frac{d}{dt}E(tx)=\langle\nabla E(tx),x\rangle=-\langle x,F(tx)\rangle .$$
This is the chain rule. The hypothesis `DifferentiableAt ℝ E (t • x)` is differentiability on `V`, in all directions at once, which in more than one dimension is more than differentiability along the ray. In the proof, `h1` says that the path $s\mapsto sx$ has velocity $x$. `h2` composes the path with the differential of $E$, called `fderiv`, and gives the derivative as that differential applied to $x$. `h3` rewrites this number as an inner product with the gradient, hence as $-\langle x,F(tx)\rangle$.

```lean
/-- For `t > 0` and `E` differentiable at `t x`, the rescaled energy `t^p E(t x)` has derivative
`t^(p-1) (p E - ⟨·, F⟩)` evaluated at `t x`. -/
theorem hasDerivAt_rescaled {E : V → ℝ} {x : V} {t : ℝ} (p : ℝ) (ht : 0 < t)
    (hE : DifferentiableAt ℝ E (t • x)) :
    HasDerivAt (fun s : ℝ => s ^ p * E (s • x))
      (t ^ (p - 1) * (p * E (t • x) - virial E (t • x))) t := by
  have h1 : HasDerivAt (fun s : ℝ => s ^ p) (p * t ^ (p - 1)) t :=
    Real.hasDerivAt_rpow_const (Or.inl ht.ne')
  have hp : t ^ p = t ^ (p - 1) * t := by
    rw [Real.rpow_sub_one ht.ne']
    field_simp
  refine (h1.fun_mul (hasDerivAt_ray hE)).congr_deriv ?_
  rw [virial, real_inner_smul_left, hp]
  ring
```

For $t>0$ the product rule gives
$$\frac{d}{dt}\left[t^pE(tx)\right]=p\,t^{p-1}E(tx)-t^{p}\langle x,F(tx)\rangle .$$
Since $W(tx)=\langle tx,F(tx)\rangle=t\,\langle x,F(tx)\rangle$ and $t^p=t^{p-1}t$, the second term is $-t^{p-1}W(tx)$, and
$$\frac{d}{dt}\left[t^pE(tx)\right]=t^{p-1}\left[pE(tx)-W(tx)\right].$$
The power `s ^ p` has a real exponent. `h1` is its derivative, `hp` is the splitting $t^p=t^{p-1}t$, `fun_mul` is the product rule, and `real_inner_smul_left` pulls $t$ out of the inner product.

```lean
/-- A differentiable function of the scale factor `t > 0` keeps its value at `t = 1`
exactly when its derivative vanishes at every scale. -/
theorem const_iff_deriv_zero {g g' : ℝ → ℝ} (hg : ∀ t, 0 < t → HasDerivAt g (g' t) t) :
    (∀ t, 0 < t → g t = g 1) ↔ ∀ t, 0 < t → g' t = 0 := by
  constructor
  · intro h t ht
    have hev : g =ᶠ[nhds t] fun _ => g 1 := by
      filter_upwards [Ioi_mem_nhds ht] with s hs using h s hs
    exact (hg t ht).unique ((hasDerivAt_const t (g 1)).congr_of_eventuallyEq hev)
  · intro h t ht
    have hd : DifferentiableOn ℝ g (Ioi 0) :=
      fun s hs => (hg s hs).differentiableAt.differentiableWithinAt
    have hz : (Ioi (0 : ℝ)).EqOn (deriv g) 0 := fun s hs => by
      rw [(hg s hs).deriv, h s hs]
      rfl
    exact isOpen_Ioi.is_const_of_deriv_eq_zero isPreconnected_Ioi hd hz ht
      (mem_Ioi.2 one_pos)
```

Here `g` is a real function and `g'` is a second function, which the hypothesis `hg` identifies as the derivative of $g$ at every $t>0$. The symbol `↔` is "if and only if", and `constructor` splits it into two implications. If $g(t)=g(1)$ for all $t>0$, then near any such $t$ the function agrees with a constant (`hev`), and uniqueness of the derivative gives $g'(t)=0$. If $g'$ vanishes on $(0,\infty)$, written `Ioi 0`, then $g$ is constant there by the mean value theorem; the Mathlib lemma `is_const_of_deriv_eq_zero` states this for an open connected set.

## The equivalence on a ray and on a cone

```lean
/-- Along a single ray `t x`, `t > 0`, at every point of which `E` is differentiable, the energy
scales as `t^(-p)` exactly when the virial equals `p E` at every point of the ray. -/
theorem ray_scaling_iff_virial {E : V → ℝ} {x : V} (p : ℝ)
    (hE : ∀ t : ℝ, 0 < t → DifferentiableAt ℝ E (t • x)) :
    (∀ t : ℝ, 0 < t → E (t • x) = t ^ (-p) * E x) ↔
      ∀ t : ℝ, 0 < t → virial E (t • x) = p * E (t • x) := by
  -- both sides say that t^p E(t x) is independent of t
  have key := const_iff_deriv_zero (fun t ht => hasDerivAt_rescaled p ht (hE t ht))
  simp only [Real.one_rpow, one_smul, one_mul] at key
  have hl : ∀ t : ℝ, 0 < t → (E (t • x) = t ^ (-p) * E x ↔ t ^ p * E (t • x) = E x) := by
    intro t ht
    rw [Real.rpow_neg ht.le, eq_inv_mul_iff_mul_eq₀ (Real.rpow_pos_of_pos ht p).ne']
  constructor
  · intro h t ht
    have h0 := key.1 (fun s hs => (hl s hs).1 (h s hs)) t ht
    have h1 := (mul_eq_zero.1 h0).resolve_left (Real.rpow_pos_of_pos ht (p - 1)).ne'
    linarith
  · intro h t ht
    refine (hl t ht).2 (key.2 (fun s hs => ?_) t ht)
    rw [h s hs, sub_self, mul_zero]
```

Fix $x$ and suppose that $E$ is differentiable at every point $tx$ with $t>0$. The theorem says that $E(tx)=t^{-p}E(x)$ for all $t>0$ exactly when $W(tx)=pE(tx)$ for all $t>0$. Put $g(t)=t^pE(tx)$, so that $g(1)=E(x)$. The two previous results combine into `key`:
$$g(t)=E(x)\ \text{ for all } t>0\iff t^{p-1}\left[pE(tx)-W(tx)\right]=0\ \text{ for all } t>0 .$$
On the left, multiplication by the nonzero number $t^p$ turns $E(tx)=t^{-p}E(x)$ into $g(t)=E(x)$ and back, which is `hl`. On the right, $t^{p-1}>0$, so the product vanishes exactly when the bracket does. The forward branch discards the factor $t^{p-1}$ in `h1`, and the backward branch substitutes $W=pE$ into the bracket.

```lean
/-- Euler's homogeneous function theorem and its converse, for forces: for `E` differentiable on an
open scaling cone, `E(t x) = t^(-p) E(x)` for all `t > 0` and `x` exactly when `⟨x, F(x)⟩ = p E(x)`
everywhere. -/
theorem scaling_iff_virial {U : Set V} (hU : IsOpen U) (hc : IsScalingCone U)
    {E : V → ℝ} (hE : DifferentiableOn ℝ E U) (p : ℝ) :
    (∀ x ∈ U, ∀ t : ℝ, 0 < t → E (t • x) = t ^ (-p) * E x) ↔
      ∀ x ∈ U, virial E x = p * E x := by
  have hray : ∀ x ∈ U, ∀ t : ℝ, 0 < t → DifferentiableAt ℝ E (t • x) :=
    fun x hx t ht => hE.differentiableAt (hU.mem_nhds (hc x hx t ht))
  constructor
  · intro h x hx
    simpa using (ray_scaling_iff_virial p (hray x hx)).1 (h x hx) 1 one_pos
  · intro h x hx
    exact (ray_scaling_iff_virial p (hray x hx)).2 fun t ht => h _ (hc x hx t ht)
```

This is Euler's theorem on homogeneous functions together with its converse, for real degree $-p$ and written in terms of the force. Let $U$ be open (`hU`) and a scaling cone (`hc`), let $E$ be differentiable on $U$ (`hE`), and let $p$ be any real number. Then $E(tx)=t^{-p}E(x)$ for all $x\in U$ and $t>0$ if and only if $W(x)=pE(x)$ for all $x\in U$.

Each hypothesis on $U$ has one job, and both appear in `hray`. The cone property keeps the whole ray through $x$ inside $U$. Openness turns `DifferentiableOn`, which only looks at approaches from within $U$, into differentiability at the point. For the forward direction, apply the ray theorem and set $t=1$. For the backward direction, each $tx$ lies in $U$, so the virial identity holds all along the ray and the ray theorem returns the scaling law. Continuity of the gradient is not assumed, and neither is connectedness of $U$, since different rays are never compared.

The statement is pointwise and concerns the potential energy alone. The virial theorem of mechanics relates a time average or expectation value of the kinetic energy $T$ to the average of $W$, and no motion, average or wavefunction occurs in the file. For particles that interact only through Coulomb forces, with all coordinates scaled together, $p=1$ and $W=E$, and this identity is the potential-energy input to the quantum relation $2\langle T\rangle=-\langle E\rangle$, in which $E$ is still the potential energy. That relation holds in a bound stationary state of all the particles, nuclei included, with the centre-of-mass motion removed. For electrons in the field of clamped nuclei, with the nuclear repulsion counted in $E$, it acquires a term from the forces on the nuclei, which vanishes when those forces do. For particles confined by walls, the average of $W$ taken over the interparticle forces enters the pressure; under periodic boundary conditions $\sum_i \mathbf r_i\cdot\mathbf F_i$ is replaced by the response of the energy to scaling the cell together with the coordinates, which this file does not model. By the theorem, $W=pE$ holds throughout an open scaling cone only for an energy homogeneous of degree $-p$ there, which a fitted or learned potential with a cutoff radius generally is not.

## An inequality and a logarithm

```lean
/-- If `E` is differentiable at every point of a ray and the virial is at most `p E` along it, then
`t^p E(t x)` is nondecreasing in the scale factor `t > 0`. -/
theorem rescaled_monotoneOn {E : V → ℝ} {x : V} (p : ℝ)
    (hE : ∀ t : ℝ, 0 < t → DifferentiableAt ℝ E (t • x))
    (h : ∀ t : ℝ, 0 < t → virial E (t • x) ≤ p * E (t • x)) :
    MonotoneOn (fun s : ℝ => s ^ p * E (s • x)) (Ioi 0) := by
  have hd : DifferentiableOn ℝ (fun s : ℝ => s ^ p * E (s • x)) (Ioi 0) := fun t ht =>
    (hasDerivAt_rescaled p ht (hE t ht)).differentiableAt.differentiableWithinAt
  refine monotoneOn_of_deriv_nonneg (convex_Ioi 0) hd.continuousOn
    (hd.mono interior_subset) fun t ht => ?_
  have ht' : 0 < t := interior_subset ht
  rw [(hasDerivAt_rescaled p ht' (hE t ht')).deriv]
  exact mul_nonneg (Real.rpow_pos_of_pos ht' _).le (sub_nonneg.2 (h t ht'))
```

If only $W(tx)\le pE(tx)$ is known along the ray, the derivative $t^{p-1}[pE(tx)-W(tx)]$ is a product of a positive and a nonnegative number. Hence $g(t)=t^pE(tx)$ is nondecreasing on $(0,\infty)$, which is the meaning of `MonotoneOn`: $0<s\le t$ implies $g(s)\le g(t)$. The proof hands differentiability and the sign of the derivative to `monotoneOn_of_deriv_nonneg`, and the last line is the sign argument. The converse implication is not part of the statement.

```lean
/-- For `E` differentiable on an open scaling cone, `E(t x) = E(x) - c log t` for all `t > 0` and
`x` exactly when the virial equals the constant `c` everywhere. -/
theorem log_scaling_iff_virial {U : Set V} (hU : IsOpen U) (hc : IsScalingCone U)
    {E : V → ℝ} (hE : DifferentiableOn ℝ E U) (c : ℝ) :
    (∀ x ∈ U, ∀ t : ℝ, 0 < t → E (t • x) = E x - c * Real.log t) ↔
      ∀ x ∈ U, virial E x = c := by
  -- the scale-independent combination is E(t x) + c log t
  have hd : ∀ x ∈ U, ∀ t : ℝ, 0 < t →
      HasDerivAt (fun s : ℝ => E (s • x) + c * Real.log s)
        (t⁻¹ * (c - virial E (t • x))) t := by
    intro x hx t ht
    have hne := ht.ne'
    have h1 := hasDerivAt_ray (hE.differentiableAt (hU.mem_nhds (hc x hx t ht)))
    refine (h1.fun_add ((Real.hasDerivAt_log hne).const_mul c)).congr_deriv ?_
    rw [virial, real_inner_smul_left, mul_sub, ← mul_assoc, inv_mul_cancel₀ hne]
    ring
  have key := fun x hx => const_iff_deriv_zero (hd x hx)
  simp only [Real.log_one, mul_zero, add_zero, one_smul] at key
  constructor
  · intro h x hx
    have h0 := (key x hx).1 (fun t ht => by linarith [h x hx t ht]) 1 one_pos
    rw [inv_one, one_mul, one_smul] at h0
    linarith
  · intro h x hx t ht
    have h0 := (key x hx).2
      (fun s hs => by rw [h _ (hc x hx s hs), sub_self, mul_zero]) t ht
    linarith
```

On an open scaling cone, with $E$ differentiable and $c$ real, $E(tx)=E(x)-c\log t$ for all $x\in U$ and $t>0$ exactly when $W(x)=c$ on $U$. The constant $c$ is the strength of a logarithmic interaction, as in the energy $-c\log r$ per unit length, up to an additive constant, of two parallel line charges a distance $r$ apart in vacuum, where $c=\lambda_1\lambda_2/(2\pi\varepsilon_0)$ in SI units for charges $\lambda_1,\lambda_2$ per unit length. The quantity that does not depend on scale is now $E(tx)+c\log t$, with
$$\frac{d}{dt}\left[E(tx)+c\log t\right]=-\langle x,F(tx)\rangle+\frac{c}{t}=\frac{1}{t}\left[c-W(tx)\right].$$
This is `hd`. At $t=1$ the quantity equals $E(x)$, because $\log 1=0$, and `key` says that it keeps this value exactly when the derivative vanishes for all $t>0$. As in the power-law case, the forward direction reads off $t=1$ and the backward direction uses the cone property to have $W=c$ at each point of the ray.

## Unit vectors fix the energy

```lean
/-- Two differentiable energies obeying `⟨x, F⟩ = p E` on an open scaling cone that agree on its
unit vectors agree at every nonzero configuration of the cone. -/
theorem eq_of_virial_of_eq_on_sphere {U : Set V} (hU : IsOpen U) (hc : IsScalingCone U)
    {E₁ E₂ : V → ℝ} (h₁ : DifferentiableOn ℝ E₁ U) (h₂ : DifferentiableOn ℝ E₂ U) (p : ℝ)
    (v₁ : ∀ x ∈ U, virial E₁ x = p * E₁ x) (v₂ : ∀ x ∈ U, virial E₂ x = p * E₂ x)
    (hs : ∀ u ∈ U, ‖u‖ = 1 → E₁ u = E₂ u) {x : V} (hx : x ∈ U) (hx0 : x ≠ 0) :
    E₁ x = E₂ x := by
  have hn : 0 < ‖x‖ := norm_pos_iff.2 hx0
  have hu : ‖x‖⁻¹ • x ∈ U := hc x hx _ (inv_pos.2 hn)
  have hu1 : ‖‖x‖⁻¹ • x‖ = 1 := by
    rw [norm_smul, norm_inv, norm_norm, inv_mul_cancel₀ hn.ne']
  have hxu : ‖x‖ • ‖x‖⁻¹ • x = x := by
    rw [smul_smul, mul_inv_cancel₀ hn.ne', one_smul]
  have e₁ := (scaling_iff_virial hU hc h₁ p).2 v₁ _ hu _ hn
  have e₂ := (scaling_iff_virial hU hc h₂ p).2 v₂ _ hu _ hn
  rw [hxu] at e₁ e₂
  rw [e₁, e₂, hs _ hu hu1]
```

Let $E_1$ and $E_2$ both be differentiable on the open cone $U$ and both satisfy $W=pE$ with the same $p$ (`v₁`, `v₂`). If they agree on the unit vectors of $U$ (`hs`), they agree at every $x\in U$ with $x\neq0$. Put $u=x/\|x\|$. It lies in $U$ (`hu`), has norm one (`hu1`), and $\|x\|\,u=x$ (`hxu`). The backward direction of `scaling_iff_virial` with $t=\|x\|$ gives
$$E_1(x)=\|x\|^{-p}E_1(u),\qquad E_2(x)=\|x\|^{-p}E_2(u),$$
which are `e₁` and `e₂`, and the right-hand sides are equal. On the half-line $r>0$ the only unit vector is $u=1$, and $E(1)$ is the constant $a$ of the one-coordinate case. The theorem makes no claim at the origin, and it does not assert that given values on the unit vectors extend to a differentiable solution.

## The central power law in three dimensions

```lean
/-- The central power-law energy `‖x‖^(-p)` in three dimensions. -/
def powerLaw (p : ℝ) (x : EuclideanSpace ℝ (Fin 3)) : ℝ := ‖x‖ ^ (-p)
```

`EuclideanSpace ℝ (Fin 3)` is $\mathbb{R}^3$ with the usual dot product, and `powerLaw p x` is $\|x\|^{-p}$, the energy of one particle in the field of a fixed centre of unit strength at the origin.

```lean
/-- Punctured three-space is an open scaling cone on which `‖x‖^(-p)` is differentiable,
scales as `t^(-p)`, and has virial `p E`. -/
theorem scaling_iff_virial_witness (p : ℝ) :
    IsOpen ({0}ᶜ : Set (EuclideanSpace ℝ (Fin 3))) ∧
    IsScalingCone ({0}ᶜ : Set (EuclideanSpace ℝ (Fin 3))) ∧
    DifferentiableOn ℝ (powerLaw p) {0}ᶜ ∧
    (∀ x ∈ ({0}ᶜ : Set (EuclideanSpace ℝ (Fin 3))), ∀ t : ℝ, 0 < t →
      powerLaw p (t • x) = t ^ (-p) * powerLaw p x) ∧
    ∀ x ∈ ({0}ᶜ : Set (EuclideanSpace ℝ (Fin 3))),
      virial (powerLaw p) x = p * powerLaw p x := by
  have ho : IsOpen ({0}ᶜ : Set (EuclideanSpace ℝ (Fin 3))) := isOpen_compl_singleton
  have hc : IsScalingCone ({0}ᶜ : Set (EuclideanSpace ℝ (Fin 3))) := fun x hx t ht =>
    mem_compl_singleton_iff.2 (smul_ne_zero ht.ne' (mem_compl_singleton_iff.1 hx))
  have hd : DifferentiableOn ℝ (powerLaw p) {0}ᶜ := by
    intro x hx
    have hx0 : x ≠ 0 := mem_compl_singleton_iff.1 hx
    have hn : DifferentiableAt ℝ (fun y : EuclideanSpace ℝ (Fin 3) => ‖y‖) x :=
      DifferentiableAt.norm ℝ differentiableAt_id hx0
    exact (hn.rpow_const (Or.inl (norm_ne_zero_iff.2 hx0))).differentiableWithinAt
  have hs : ∀ x ∈ ({0}ᶜ : Set (EuclideanSpace ℝ (Fin 3))), ∀ t : ℝ, 0 < t →
      powerLaw p (t • x) = t ^ (-p) * powerLaw p x := by
    intro x _ t ht
    unfold powerLaw
    rw [norm_smul, Real.norm_of_nonneg ht.le, Real.mul_rpow ht.le (norm_nonneg x)]
  exact ⟨ho, hc, hd, hs, (scaling_iff_virial ho hc hd p).1 hs⟩

end

end ScalingVirial
```

`{0}ᶜ` is $\mathbb{R}^3$ without the origin, and `∧` joins five claims, valid for every real $p$: the set is open, it is a scaling cone, $\|x\|^{-p}$ is differentiable on it, scales as $t^{-p}$, and has virial $pE$. So the main theorem applies to a nonzero energy on a nonempty set. The cone claim `hc` is that $tx\ne0$ when $t>0$ and $x\neq0$. `hd` composes the norm, differentiable away from zero, with the power function. `hs` is $\|tx\|^{-p}=(t\|x\|)^{-p}=t^{-p}\|x\|^{-p}$. The virial identity then comes from the forward direction of `scaling_iff_virial`, without computing the gradient.

The explicit force and the numbers that follow are ordinary arithmetic and did not pass through the kernel. Differentiating gives $F(x)=p\,\|x\|^{-p-2}x$. Take $p=2$ and $x=(1,2,2)$, so that $\|x\|=3$ and $E=1/9$. Then $F=(2,4,4)/81$ and
$$W=\frac{1\cdot2+2\cdot4+2\cdot4}{81}=\frac{18}{81}=\frac29=2E .$$
Scaling by $t=2$ gives the point $(2,4,4)$ of norm $6$, where $E=1/36=2^{-2}\cdot\tfrac19$. Adding a Coulomb term, $E=\|x\|^{-2}+\|x\|^{-1}$, gives $E=4/9$ and $W=2/9+1/3=5/9$ at the same $x$, below $2E=8/9$. At $tx$ the difference $2E-W$ is $1/(3t)>0$, so the inequality holds on the whole ray. There $t^2E(tx)=1/9+t/3$, which increases with $t$ as the one-sided theorem requires.

```lean
#print axioms ScalingVirial.rescaled_monotoneOn
-- 'ScalingVirial.rescaled_monotoneOn' depends on axioms: [propext, Classical.choice, Quot.sound]
#print axioms ScalingVirial.log_scaling_iff_virial
-- 'ScalingVirial.log_scaling_iff_virial' depends on axioms: [propext, Classical.choice, Quot.sound]
#print axioms ScalingVirial.eq_of_virial_of_eq_on_sphere
-- 'ScalingVirial.eq_of_virial_of_eq_on_sphere' depends on axioms: [propext, Classical.choice, Quot.sound]
```
